# The number i is never an eigenvalue of a finite Hermitian Hamiltonian

The theorem `isUnit_det_sub_I` says that for a Hermitian complex matrix H of finite size, the determinant of H − i·1 is a unit in ℂ, that is, nonzero. In physical terms, a Hamiltonian on a finite-dimensional state space does not have i as an eigenvalue, so H − i·1 can be inverted. The proof is by contradiction: if the determinant vanished there would be a nonzero vector v, not necessarily normalised, with Hv = iv. Hermiticity makes (Hv)†v equal to v†(Hv), which gives 2i·v†v = 0 and hence v†v = 0. That would force v to be zero, against the choice of v.

Lean 4 with Mathlib refuses this proof:

```lean
import Mathlib

open Matrix Complex
open scoped ComplexOrder ComplexConjugate

namespace ThreeTerminalCirculator

noncomputable section

variable {n : Type*} [Fintype n] [DecidableEq n]

/-- For a Hermitian Hamiltonian `H`, the matrix `H - i` is invertible. -/
theorem isUnit_det_sub_I {H : Matrix n n ℂ} (hH : H.IsHermitian) :
    IsUnit (H - I • (1 : Matrix n n ℂ)).det := by
  rw [isUnit_iff_ne_zero]
  intro h
  obtain ⟨v, hv, h0⟩ := Matrix.exists_mulVec_eq_zero_iff.mpr h
  -- a null vector would be an eigenvector of `H` with eigenvalue `i`
  have h1 : H *ᵥ v = I • v := by
    simpa [Matrix.sub_mulVec, Matrix.smul_mulVec, sub_eq_zero] using h0
  have h2 : star (H *ᵥ v) ⬝ᵥ v = star v ⬝ᵥ (H *ᵥ v) := by
    rw [Matrix.star_mulVec, hH.eq, Matrix.dotProduct_mulVec]
  rw [h1, star_smul, smul_dotProduct, dotProduct_smul] at h2
  simp only [smul_eq_mul, Complex.star_def, Complex.conj_I] at h2
  have h3 : (2 * I) * (star v ⬝ᵥ v) = 0 := by linear_combination -h2
  have h4 : star v ⬝ᵥ v = 0 := (mul_eq_zero.mp h3).resolve_left (by simp)
  rw [dotProduct_comm] at h4
  exact hv (dotProduct_star_self_eq_zero.mp h4)

end

end ThreeTerminalCirculator
```

The error:

```
Main.lean:28:44: error: Application type mismatch: The argument
  h4
has type
  v ⬝ᵥ star v = 0
but is expected to have type
  star v ⬝ᵥ v = 0
in the application
  dotProduct_star_self_eq_zero.mp h4
```

Fix (accepted with no message):

```diff
@@ -25,5 +25,5 @@
   have h3 : (2 * I) * (star v ⬝ᵥ v) = 0 := by linear_combination -h2
   have h4 : star v ⬝ᵥ v = 0 := (mul_eq_zero.mp h3).resolve_left (by simp)
-  rw [dotProduct_comm] at h4
+
   exact hv (dotProduct_star_self_eq_zero.mp h4)
 
```

Cause. The one error is in the last step, where `dotProduct_star_self_eq_zero` is to turn a vanishing squared norm into v = 0. The message shows that its forward direction takes a proof of `star v ⬝ᵥ v = 0`, with the conjugated vector on the left. The hypothesis `h4` was proved in just that form, but the line `rw [dotProduct_comm] at h4` then swapped the factors and left `v ⬝ᵥ star v = 0`. The two products are equal because complex multiplication commutes, but Lean does not use that fact by itself when it checks an argument's type, so it reports a mismatch.

The repair deletes the rewrite. `h4` then keeps its original form and fits the lemma as it stands. The blank line left in its place has no effect.
